# Uniaxial stress splits a spin-3/2 quartet into two doublets: the [001] and [111] cases

A: A uniaxial stress $X$, positive for tension and negative for compression, on a cubic crystal turns the spin-3/2 strain Hamiltonian into

$$H_{001}=b(s_{11}-s_{12})X\left(J_z^2-\tfrac54\right),\qquad H_{111}=\frac{d\,s_{44}X}{2\sqrt3}\left((\mathbf J\cdot\mathbf n)^2-\tfrac54\right),$$

for stress along [001] and [111]. Here $J_x,J_y,J_z$ are the spin-3/2 matrices with $\hbar=1$ and $x,y,z$ along the cube axes, $\mathbf n$ is the unit vector along the stress, $b$ and $d$ are deformation potentials, and $s_{11},s_{12},s_{44}$ are elastic compliances. Each Hamiltonian has two doublets, split by $2|b(s_{11}-s_{12})X|$ and $|d\,s_{44}X|/\sqrt3$ respectively. This describes the top of the valence band in many cubic semiconductors, within a four-state model at zero wavevector that ignores the split-off band and leaves out the common shift of all four levels.

```lean
import Mathlib

open Matrix

namespace UniaxialStressSpinThreeHalves

noncomputable section
```

Q: "Spin-3/2" could be just a label. Which matrices are these?

A: They are written out entry by entry, in the basis $m=3/2,1/2,-1/2,-3/2$. The number `rt3` is $\sqrt3$ as a complex entry, and the proofs use two facts about it: it is real, and its square is 3.

```lean
/-- The number √3 as a complex matrix entry. -/
def rt3 : ℂ := ((√3 : ℝ) : ℂ)

lemma rt3_sq : rt3 ^ 2 = 3 := by
  unfold rt3
  rw [← Complex.ofReal_pow, Real.sq_sqrt (by norm_num)]
  norm_num

/-- Spin-3/2 matrix Jx in the basis m = 3/2, 1/2, -1/2, -3/2. -/
def Jx : Matrix (Fin 4) (Fin 4) ℂ :=
  !![0, rt3 / 2, 0, 0; rt3 / 2, 0, 1, 0; 0, 1, 0, rt3 / 2; 0, 0, rt3 / 2, 0]

/-- Spin-3/2 matrix Jy in the same basis. -/
def Jy : Matrix (Fin 4) (Fin 4) ℂ :=
  !![0, -(Complex.I * rt3 / 2), 0, 0;
     Complex.I * rt3 / 2, 0, -Complex.I, 0;
     0, Complex.I, 0, -(Complex.I * rt3 / 2);
     0, 0, Complex.I * rt3 / 2, 0]

/-- Spin-3/2 matrix Jz in the same basis. -/
def Jz : Matrix (Fin 4) (Fin 4) ℂ :=
  !![3 / 2, 0, 0, 0; 0, 1 / 2, 0, 0; 0, 0, -(1 / 2), 0; 0, 0, 0, -(3 / 2)]
```

The component along a direction is $\mathbf J\cdot\mathbf n=n_0J_x+n_1J_y+n_2J_z$; the Lean indices 0, 1, 2 stand for $x,y,z$.

```lean
/-- The spin component J·n along a direction n. -/
def spinAlong (n : Fin 3 → ℝ) : Matrix (Fin 4) (Fin 4) ℂ :=
  n 0 • Jx + n 1 • Jy + n 2 • Jz
```

Q: And the Hamiltonian? Factors of two tend to hide there.

A: With $J_0,J_1,J_2=J_x,J_y,J_z$ and strain tensor $e_{ij}$, it is

$$H=b\sum_i\left(J_i^2-\tfrac54\right)e_{ii}+\frac{d}{\sqrt3}\sum_{i<j}(J_iJ_j+J_jJ_i)\,e_{ij}.$$

```lean
/-- The strain Hamiltonian with deformation potentials b and d. -/
def strainH (b d : ℝ) (e : Fin 3 → Fin 3 → ℝ) : Matrix (Fin 4) (Fin 4) ℂ :=
  b • (e 0 0 • (Jx ^ 2 - (5 / 4 : ℝ) • 1) + e 1 1 • (Jy ^ 2 - (5 / 4 : ℝ) • 1)
    + e 2 2 • (Jz ^ 2 - (5 / 4 : ℝ) • 1))
  + (d / √3) • (e 0 1 • (Jx * Jy + Jy * Jx) + e 1 2 • (Jy * Jz + Jz * Jy)
    + e 0 2 • (Jx * Jz + Jz * Jx))
```

This form is taken as the starting point; the file does not derive it from cubic symmetry. It also leaves out the hydrostatic term proportional to the identity, which would shift all four levels together.

Q: Did you simply insert the strains that give the answer you wanted?

A: No, they follow from the stress $\sigma_{ij}=Xn_in_j$ through Hooke's law for a cubic crystal:

$$e_{ii}=s_{11}\sigma_{ii}+s_{12}\Big(\sum_k\sigma_{kk}-\sigma_{ii}\Big),\qquad e_{ij}=\tfrac12 s_{44}\sigma_{ij}\quad(i\ne j).$$

```lean
/-- Uniaxial stress of magnitude X along n. -/
def uniaxialStress (X : ℝ) (n : Fin 3 → ℝ) (i j : Fin 3) : ℝ := X * (n i * n j)

/-- Hooke's law of a cubic crystal: the strain tensor produced by the stress σ. -/
def cubicStrain (s11 s12 s44 : ℝ) (σ : Fin 3 → Fin 3 → ℝ) (i j : Fin 3) : ℝ :=
  if i = j then s11 * σ i i + s12 * ((∑ k, σ k k) - σ i i) else s44 / 2 * σ i j

/-- The strain Hamiltonian of a cubic crystal under uniaxial stress X along n. -/
def stressH (b d s11 s12 s44 X : ℝ) (n : Fin 3 → ℝ) : Matrix (Fin 4) (Fin 4) ℂ :=
  strainH b d (cubicStrain s11 s12 s44 (uniaxialStress X n))
```

The factor $\tfrac12$ is where a mistake is easy to make. These are tensor shear strains. If you insert the engineering shear $s_{44}\sigma_{ij}$ instead, the [111] splitting comes out twice too large. With the usual sign convention for stress and strain, positive $X$ is tension. The code accepts any $\mathbf n$, but $X$ is the actual stress only when $\mathbf n$ is a unit vector, as it is for both axes below.

The two directions are fixed next.

```lean
/-- The unit vector along [001]. -/
def axis001 : Fin 3 → ℝ := ![0, 0, 1]

/-- The unit vector along [111]. -/
def axis111 : Fin 3 → ℝ := fun _ => 1 / √3
```

Q: How does Lean know what a doublet is?

A: `HasDoublets H E₁ E₂` says that $H$ is Hermitian and that $\det(x-H)=(x-E_1)^2(x-E_2)^2$ for every complex $x$. For a Hermitian matrix, a double root of the secular determinant means two independent eigenvectors. If $E_1=E_2$, as at $X=0$, the doublets merge into the original quartet and the splitting is zero.

```lean
/-- H is Hermitian and its secular determinant has the double roots E₁ and E₂. -/
def HasDoublets (H : Matrix (Fin 4) (Fin 4) ℂ) (E₁ E₂ : ℝ) : Prop :=
  H.IsHermitian ∧ ∀ x : ℂ, (x • 1 - H).det = (x - E₁) ^ 2 * (x - E₂) ^ 2
```

Q: Then take me through the derivation. What happens to the hydrostatic strain?

A: It disappears because $J_x^2+J_y^2+J_z^2=\tfrac{15}4$. Lean checks this entry by entry, using $(\sqrt3)^2=3$ and $i^2=-1$.

```lean
/-- The squared spin is J(J+1) = 15/4, solved here for Jz². -/
theorem casimir : Jz ^ 2 = (15 / 4 : ℝ) • 1 - Jx ^ 2 - Jy ^ 2 := by
  have h := rt3_sq
  ext i j
  fin_cases i <;> fin_cases j <;>
    simp [Jx, Jy, Jz, sq, Matrix.mul_apply, Fin.sum_univ_succ] <;>
    ring_nf <;> simp only [Complex.I_sq, h] <;> ring
```

Hermiticity holds for every real strain: each $J_i$ is Hermitian, and taking the adjoint only exchanges the two products in $J_iJ_j+J_jJ_i$.

```lean
/-- The strain Hamiltonian is Hermitian for every strain. -/
theorem strainH_isHermitian (b d : ℝ) (e : Fin 3 → Fin 3 → ℝ) :
    (strainH b d e).IsHermitian := by
  have hx : Jxᴴ = Jx := by
    ext i j
    fin_cases i <;> fin_cases j <;> simp [Jx, rt3]
  have hy : Jyᴴ = Jy := by
    ext i j
    fin_cases i <;> fin_cases j <;> simp [Jy, rt3] <;> ring
  have hz : Jzᴴ = Jz := by
    ext i j
    fin_cases i <;> fin_cases j <;> simp [Jz]
  unfold Matrix.IsHermitian
  simp only [strainH, sq, conjTranspose_add, conjTranspose_sub, conjTranspose_smul,
    conjTranspose_mul, conjTranspose_one, star_trivial, hx, hy, hz]
  module
```

Now insert the stress into Hooke's law:

$$e_{ii}=(s_{11}-s_{12})Xn_i^2+s_{12}X|\mathbf n|^2,\qquad e_{ij}=\tfrac12s_{44}Xn_in_j.$$

The second part of $e_{ii}$ is the same for all $i$, so it multiplies $\sum_i(J_i^2-\tfrac54)=\tfrac{15}4-\tfrac{15}4=0$. What remains is

$$H=b(s_{11}-s_{12})X\sum_in_i^2\left(J_i^2-\tfrac54\right)+\frac{d\,s_{44}X}{2\sqrt3}\sum_{i<j}n_in_j(J_iJ_j+J_jJ_i).$$

In the proof, `hd` and `ho` are the two strain formulas, and rewriting with `casimir` removes the hydrostatic part.

```lean
/-- For stress along any direction n the Hamiltonian depends on the compliances only
through s11 - s12 and s44. -/
theorem stressH_eq (b d s11 s12 s44 X : ℝ) (n : Fin 3 → ℝ) :
    stressH b d s11 s12 s44 X n =
      (b * (s11 - s12) * X) • (n 0 ^ 2 • (Jx ^ 2 - (5 / 4 : ℝ) • 1)
        + n 1 ^ 2 • (Jy ^ 2 - (5 / 4 : ℝ) • 1) + n 2 ^ 2 • (Jz ^ 2 - (5 / 4 : ℝ) • 1))
      + (d * s44 * X / (2 * √3)) • ((n 0 * n 1) • (Jx * Jy + Jy * Jx)
        + (n 1 * n 2) • (Jy * Jz + Jz * Jy) + (n 0 * n 2) • (Jx * Jz + Jz * Jx)) := by
  have hd : ∀ i, cubicStrain s11 s12 s44 (uniaxialStress X n) i i =
      (s11 - s12) * X * n i ^ 2 + s12 * X * (n 0 ^ 2 + n 1 ^ 2 + n 2 ^ 2) := by
    intro i
    unfold cubicStrain uniaxialStress
    rw [if_pos rfl, Fin.sum_univ_three]
    ring
  have ho : ∀ i j, i ≠ j → cubicStrain s11 s12 s44 (uniaxialStress X n) i j =
      s44 / 2 * (X * (n i * n j)) := by
    intro i j h
    unfold cubicStrain uniaxialStress
    rw [if_neg h]
  unfold stressH strainH
  rw [hd 0, hd 1, hd 2, ho 0 1 (by decide), ho 1 2 (by decide), ho 0 2 (by decide)]
  -- the hydrostatic strain multiplies a combination that vanishes by the Casimir identity
  rw [casimir]
  module
```

Q: That proof ends in the single word `module`. What does it do?

A: It proves identities between linear combinations, here of matrices with real coefficients. It treats $J_x^2$ or $J_xJ_y$ as an opaque vector and compares coefficients. It knows nothing of the relation among the three squares, which is why `casimir` is stated solved for `Jz ^ 2`: one rewrite eliminates that square, and the remaining identity is linear. The pattern is worth reusing for other operator algebra: expand the products, eliminate one with a known relation, then call `module`.

The square of the spin component is expanded in the same way, keeping the order of the factors:

$$(\mathbf J\cdot\mathbf n)^2=\sum_in_i^2J_i^2+\sum_{i<j}n_in_j(J_iJ_j+J_jJ_i).$$

```lean
lemma spinAlong_sq (n : Fin 3 → ℝ) : spinAlong n ^ 2 =
    n 0 ^ 2 • Jx ^ 2 + n 1 ^ 2 • Jy ^ 2 + n 2 ^ 2 • Jz ^ 2
      + (n 0 * n 1) • (Jx * Jy + Jy * Jx) + (n 1 * n 2) • (Jy * Jz + Jz * Jy)
      + (n 0 * n 2) • (Jx * Jz + Jz * Jx) := by
  simp only [spinAlong, sq, add_mul, mul_add, smul_mul_assoc, mul_smul_comm]
  module
```

Q: So [001] is immediate?

A: Yes. With $\mathbf n=(0,0,1)$ every product $n_in_j$ with $i\neq j$ vanishes, and only the $J_z^2$ term survives.

```lean
/-- Stress along [001] gives b(s11 - s12)X (Jz² - 5/4). -/
theorem stressH_001 (b d s11 s12 s44 X : ℝ) :
    stressH b d s11 s12 s44 X axis001 =
      (b * (s11 - s12) * X) • (Jz ^ 2 - (5 / 4 : ℝ) • 1) := by
  rw [stressH_eq]
  simp [axis001]
```

Q: For [111] I would expect both deformation potentials to appear.

A: Every $n_i^2$ equals $\tfrac13$, so the $b$ term is proportional to $\sum_i(J_i^2-\tfrac54)=0$. Every $n_in_j$ is also $\tfrac13$, so the expanded square reads

$$(\mathbf J\cdot\mathbf n)^2=\tfrac13\cdot\tfrac{15}4+\tfrac13\sum_{i<j}(J_iJ_j+J_jJ_i).$$

The last term is therefore $(\mathbf J\cdot\mathbf n)^2-\tfrac54$, and it is exactly what multiplies $d\,s_{44}X/(2\sqrt3)$ in $H$.

```lean
lemma axis111_mul : (1 / √3 : ℝ) * (1 / √3) = 1 / 3 := by
  rw [div_mul_div_comm, Real.mul_self_sqrt (by norm_num)]
  norm_num

/-- Stress along [111] gives d s44 X/(2√3) ((J·n)² - 5/4), with n the stress axis. -/
theorem stressH_111 (b d s11 s12 s44 X : ℝ) :
    stressH b d s11 s12 s44 X axis111 =
      (d * s44 * X / (2 * √3)) • (spinAlong axis111 ^ 2 - (5 / 4 : ℝ) • 1) := by
  have hq : (1 / √3 : ℝ) ^ 2 = 1 / 3 := by rw [sq, axis111_mul]
  rw [stressH_eq, spinAlong_sq, casimir]
  simp only [axis111, hq, axis111_mul]
  module
```

Q: Could the Hamiltonian take this axial form for every direction?

A: It does if $b(s_{11}-s_{12})=d\,s_{44}/(2\sqrt3)$. The two prefactors are then equal, and for a unit vector the sums combine into $(\mathbf J\cdot\mathbf n)^2-\tfrac54$. Lean assumes both the equality and $|\mathbf n|^2=1$.

```lean
/-- If b(s11 - s12) = d s44/(2√3), stress along every unit vector n gives the same
axial form in J·n. -/
theorem stressH_isotropic (b d s11 s12 s44 X : ℝ) (n : Fin 3 → ℝ)
    (hn : n 0 ^ 2 + n 1 ^ 2 + n 2 ^ 2 = 1)
    (h : b * (s11 - s12) = d * s44 / (2 * √3)) :
    stressH b d s11 s12 s44 X n =
      (b * (s11 - s12) * X) • (spinAlong n ^ 2 - (5 / 4 : ℝ) • 1) := by
  have hc : d * s44 * X / (2 * √3) = b * (s11 - s12) * X := by rw [h]; ring
  have h2 : n 2 ^ 2 = 1 - n 0 ^ 2 - n 1 ^ 2 := by linarith
  rw [stressH_eq, spinAlong_sq, hc, h2]
  module
```

Q: Now the energies.

A: For [001], put $E=b(s_{11}-s_{12})X$. Since $m^2-\tfrac54$ is $+1$ for $m=\pm\tfrac32$ and $-1$ for $m=\pm\tfrac12$, the Hamiltonian is diagonal with entries $E,-E,-E,E$. Hence $\det(x-H)=(x-E)^2(x+E)^2$, and the splitting is $2|E|$. The proof builds the same diagonal matrix and multiplies its entries.

```lean
/-- Under [001] stress there are two doublets, at ±b(s11 - s12)X, split by
2|b(s11 - s12)X|. -/
theorem splitting_001 (b d s11 s12 s44 X : ℝ) :
    ∃ E₁ E₂ : ℝ, E₁ = b * (s11 - s12) * X ∧ E₂ = -(b * (s11 - s12) * X) ∧
      HasDoublets (stressH b d s11 s12 s44 X axis001) E₁ E₂ ∧
      |E₁ - E₂| = 2 * |b * (s11 - s12) * X| := by
  refine ⟨_, _, rfl, rfl, ⟨strainH_isHermitian _ _ _, fun x => ?_⟩, ?_⟩
  · rw [stressH_001]
    generalize b * (s11 - s12) * X = E
    -- the Hamiltonian is diagonal in the basis of Jz
    have hD : x • (1 : Matrix (Fin 4) (Fin 4) ℂ) - E • (Jz ^ 2 - (5 / 4 : ℝ) • 1) =
        Matrix.diagonal ![x - E, x + E, x + E, x - E] := by
      ext i j
      fin_cases i <;> fin_cases j <;>
        simp [Jz, sq] <;> ring
    rw [hD, Matrix.det_diagonal, Fin.prod_univ_four]
    simp
    ring
  · rw [sub_neg_eq_add, ← two_mul, abs_mul, abs_two]
```

Q: For [111] you can rotate the quantisation axis and reuse that result.

A: By hand, yes: $\mathbf J\cdot\mathbf n$ has the eigenvalues $\pm\tfrac32,\pm\tfrac12$ along any unit axis. The file stays in the original basis and computes the determinant, so it needs no rotation matrix. The lemma `det_pattern` says that a particular arrangement of entries has a perfect-square determinant, $(x^2-pp'-qq')^2$.

```lean
lemma det_pattern (x p p' q q' : ℂ) :
    (!![x, -p, -q, 0; -p', x, 0, -q; -q', 0, x, p; 0, -q', p', x]).det =
      (x ^ 2 - p * p' - q * q') ^ 2 := by
  simp [Matrix.det_succ_row_zero, Fin.sum_univ_succ, Fin.succAbove]
  ring
```

The next lemma writes out $(\mathbf J\cdot\mathbf n)^2-\tfrac54$ and shows that it has this arrangement.

```lean
lemma quadrupole_111 : spinAlong axis111 ^ 2 - (5 / 4 : ℝ) • 1 =
    (rt3 / 3) • !![0, 1 - Complex.I, -Complex.I, 0; 1 + Complex.I, 0, 0, -Complex.I;
      Complex.I, 0, 0, -(1 - Complex.I); 0, Complex.I, -(1 + Complex.I), 0] := by
  have hq : (1 / √3 : ℝ) ^ 2 = 1 / 3 := by rw [sq, axis111_mul]
  have h : spinAlong axis111 ^ 2 - (5 / 4 : ℝ) • 1 = (1 / 3 : ℝ) •
      (Jx * Jy + Jy * Jx + (Jy * Jz + Jz * Jy) + (Jx * Jz + Jz * Jx)) := by
    rw [spinAlong_sq, casimir]
    simp only [axis111, hq, axis111_mul]
    module
  rw [h]
  ext i j
  fin_cases i <;> fin_cases j <;>
    simp [Jx, Jy, Jz] <;> ring
```

Put $E=d\,s_{44}X/(2\sqrt3)$ and $t=E/\sqrt3$. The entries are $p=t(1-i)$, $p'=t(1+i)$, $q=-it$ and $q'=it$, so

$$pp'+qq'=2t^2+t^2=3t^2=E^2.$$

The determinant is $(x^2-E^2)^2=(x-E)^2(x+E)^2$, which gives doublets at $\pm E$ and a splitting $2|E|=|d\,s_{44}X|/\sqrt3$. In the proof, `hM` matches the matrix to the pattern and `hE` is the sum just shown.

```lean
/-- Under [111] stress there are two doublets, at ±d s44 X/(2√3), split by
|d s44 X|/√3. -/
theorem splitting_111 (b d s11 s12 s44 X : ℝ) :
    ∃ E₁ E₂ : ℝ, E₁ = d * s44 * X / (2 * √3) ∧ E₂ = -(d * s44 * X / (2 * √3)) ∧
      HasDoublets (stressH b d s11 s12 s44 X axis111) E₁ E₂ ∧
      |E₁ - E₂| = |d * s44 * X| / √3 := by
  refine ⟨_, _, rfl, rfl, ⟨strainH_isHermitian _ _ _, fun x => ?_⟩, ?_⟩
  · rw [stressH_111, quadrupole_111]
    generalize d * s44 * X / (2 * √3) = E
    let t : ℂ := E * (rt3 / 3)
    have hM : x • (1 : Matrix (Fin 4) (Fin 4) ℂ) - E • ((rt3 / 3) •
        !![0, 1 - Complex.I, -Complex.I, 0; 1 + Complex.I, 0, 0, -Complex.I;
          Complex.I, 0, 0, -(1 - Complex.I); 0, Complex.I, -(1 + Complex.I), 0]) =
        !![x, -(t * (1 - Complex.I)), -(t * -Complex.I), 0;
          -(t * (1 + Complex.I)), x, 0, -(t * -Complex.I);
          -(t * Complex.I), 0, x, t * (1 - Complex.I);
          0, -(t * Complex.I), t * (1 + Complex.I), x] := by
      ext i j
      fin_cases i <;> fin_cases j <;> simp [t] <;> ring
    -- the off-diagonal entries combine to the squared energy
    have hE : x ^ 2 - t * (1 - Complex.I) * (t * (1 + Complex.I))
        - t * -Complex.I * (t * Complex.I) = x ^ 2 - (E : ℂ) ^ 2 := by
      simp only [t]
      linear_combination (-((E : ℂ) ^ 2 / 9) * (1 - 2 * Complex.I ^ 2)) * rt3_sq
        + (2 * (E : ℂ) ^ 2 / 3) * Complex.I_sq
    rw [hM, det_pattern, hE]
    push_cast
    ring
  · have h : d * s44 * X / (2 * √3) - -(d * s44 * X / (2 * √3)) = d * s44 * X / √3 := by
      ring
    rw [h, abs_div, abs_of_nonneg (Real.sqrt_nonneg 3)]

end

end UniaxialStressSpinThreeHalves
```

```lean
#print axioms UniaxialStressSpinThreeHalves.stressH_isotropic
-- 'UniaxialStressSpinThreeHalves.stressH_isotropic' depends on axioms: [propext, Classical.choice, Quot.sound]
#print axioms UniaxialStressSpinThreeHalves.splitting_001
-- 'UniaxialStressSpinThreeHalves.splitting_001' depends on axioms: [propext, Classical.choice, Quot.sound]
#print axioms UniaxialStressSpinThreeHalves.splitting_111
-- 'UniaxialStressSpinThreeHalves.splitting_111' depends on axioms: [propext, Classical.choice, Quot.sound]
```

Q: Where would I meet this in an actual calculation?

A: In a four-band $\mathbf k\cdot\mathbf p$ code, you convert the stress to strain, build the $4\times4$ matrix and diagonalise it. At zero wavevector, the two splittings check the strain convention and the prefactors. You can also read the formulas backwards: with known compliances, the slopes of the splittings against $|X|$ are $2|b(s_{11}-s_{12})|$ and $|d\,s_{44}|/\sqrt3$, which give $|b|$ and $|d|$. For the signs you must also identify which doublet lies higher. The signs so found refer to $H$ as written above; conventions differ in its overall sign (electron energy or hole energy), so check that before comparing values of $b$ and $d$.

Q: And when should I stop trusting the formulas?

A: When the splitting is no longer small compared with the distance to the split-off band, because strain couples the quartet to those states. The model is also linear in strain and assumes linear elasticity.
